# The signed sum of bipartite valence-bond states of spins one half vanishes exactly from three spins per sublattice on

Take three spins one half on sublattice A and three on sublattice B, and bind each A spin to one B spin in the singlet ↑↓ − ↓↑, with the A spin written first. There are six ways to do this, one for each permutation of three objects. Add the six product states, each multiplied by the sign of its permutation, and look at the amplitude of one fixed spin configuration.

The three A spins have only two levels to share, so two of them agree, say those on A sites 0 and 1. If these two sites exchange their B partners, the product of singlet amplitudes stays the same, but the permutation changes sign. The six terms therefore cancel in three pairs. This happens for every configuration, so the sum is the zero state.

## Cancellation for three or more, independence for two or fewer

Number the sites of each sublattice 0, …, n − 1. Write s_i for the spin on A site i and t_j for the spin on B site j. The singlet amplitude ε is

ε(↑,↓) = 1, ε(↓,↑) = −1, ε(↑,↑) = ε(↓,↓) = 0.

For a permutation τ, the bond state V_τ binds A site i to B site τ(i):

V_τ(s,t) = ∏_i ε(s_i, t_τ(i)).

A normalised singlet carries a further factor 1/√2, so a normalised bond state is 2^(−n/2) V_τ. The factor is the same for all τ and changes no linear relation. The claim is that

∑_τ sign(τ) V_τ = 0 exactly when n ≥ 3,

and that the V_τ are linearly independent exactly when n ≤ 2.

For fixed s and t, the signed sum is the Leibniz formula for a determinant:

∑_τ sign(τ) ∏_i ε(s_i, t_τ(i)) = det M, with M_ij = ε(s_i, t_j).

If n ≥ 3, two A spins agree, M has two equal rows, and det M = 0. Since the coefficients sign(τ) are not zero, the bond states are linearly dependent.

The same cancellation works inside a larger pattern of bonds. Choose a set P of at least three A sites and permute only their partners. The bonds outside P contribute a common factor, and the signed sum over the bonds of P vanishes as before.

If n ≤ 2, the A spins can be chosen all different; call this choice f. For a given τ, set each B spin opposite to its partner's:

t_j = opposite of f(τ⁻¹(j)).

In the amplitude of another bond state V_τ', the factor of site i is ε(f(i), opposite of f(τ⁻¹(τ'(i)))). It is non-zero only if f(i) = f(τ⁻¹(τ'(i))). Because f takes different values on different sites, this means i = τ⁻¹(τ'(i)), that is, τ'(i) = τ(i). So only V_τ has a non-zero amplitude in this configuration. In a vanishing linear combination the coefficient of V_τ must then be zero. This holds for each τ, which gives independence, and the signed sum cannot vanish.

For n = 2 the determinant can be written out:

ε(s_0,t_0) ε(s_1,t_1) − ε(s_0,t_1) ε(s_1,t_0) = ε(s_0,s_1) ε(t_0,t_1).

The signed sum is a singlet within A times a singlet within B. With normalised singlets both sides acquire the same factor 1/2.

## A null vector of the overlap matrix

In a valence-bond calculation for a finite spin-half system that keeps all n! bipartite bond states as its basis, the relation makes the overlap matrix S singular for n ≥ 3. The vector c_τ = sign(τ) is a null vector of S; for n ≥ 4 the relations that permute only some of the bonds give further ones. It satisfies the generalised eigenvalue equation H c = E S c for every number E, because both sides are zero. Two remedies are to keep only a linearly independent subset that spans the same space, or to remove the null space of S. Expansion coefficients are also not unique: adding a multiple of sign(τ) to them leaves the state unchanged.

The case n = 3 makes a quick check of an overlap routine. With normalised bonds, the overlap of the identity pairing with itself is 1, with each of the three transpositions 1/2, and with each of the two three-cycles 1/4. The signed row sum is 1 − 3/2 + 1/2 = 0.

## Spins, bonds and the signed sum in Lean

```lean
import Mathlib

open Equiv

namespace BipartiteBonds

noncomputable section
```

A spin is a `Bool`, with `true` for up. The function `singlet` is ε, and its first argument is the A spin.

```lean
/-- Amplitude of the unnormalised oriented singlet `↑↓ - ↓↑` of two spins one half,
with `true` for spin up and `false` for spin down. -/
def singlet (a b : Bool) : ℂ := if a = b then 0 else if a then 1 else -1
```

A state is a complex amplitude for each pair of configurations, one on A and one on B. The sites are distinguishable, and neither a Hamiltonian nor a lattice geometry enters.

```lean
/-- States of `n` spins one half on sublattice A and `n` on sublattice B, given by their
amplitudes on pairs of spin configurations. -/
abbrev SpinState (n : ℕ) := (Fin n → Bool) → (Fin n → Bool) → ℂ
```

`bondState τ` is V_τ, unnormalised. All bonds are oriented from A to B; reversing only some of them can change the signs of bond states relative to one another, and the coefficients of the relation then change accordingly.

```lean
/-- The valence-bond state in which site `i` of A forms an oriented singlet with
site `τ i` of B. -/
def bondState {n : ℕ} (τ : Perm (Fin n)) : SpinState n :=
  fun s t => ∏ i, singlet (s i) (t (τ i))

/-- The sum of all bipartite valence-bond states, each weighted by the sign of its
permutation. -/
def signedBondSum (n : ℕ) : SpinState n :=
  ∑ τ : Perm (Fin n), ((Perm.sign τ : ℤ) : ℂ) • bondState τ
```

## The determinant and its equal rows

The next theorem replaces ε by an arbitrary pair amplitude `φ`, and the spin values by arbitrary types `α` and `β`. Mathlib's determinant formula puts the permutation on the row index, so the proof transposes the matrix first.

```lean
/-- The signed sum over pairings of products of pair amplitudes `φ` is the determinant of the
matrix of pair amplitudes between the sites. -/
theorem signed_pairing_eq_det {ι α β : Type*} [Fintype ι] [DecidableEq ι]
    (φ : α → β → ℂ) (s : ι → α) (t : ι → β) :
    ∑ σ : Perm ι, ((Perm.sign σ : ℤ) : ℂ) * ∏ i, φ (s i) (t (σ i)) =
      Matrix.det (Matrix.of fun i j => φ (s i) (t j)) := by
  rw [← Matrix.det_transpose, Matrix.det_apply']
  rfl
```

The vanishing then needs only a count: fewer levels in `α` than sites in `ι`. The pigeonhole lemma supplies two sites `i` and `j` with the same level, and `Matrix.det_zero_of_row_eq` does the rest.

```lean
/-- For any pair amplitude `φ`, the signed sum over pairings vanishes when there are more
sites than local levels on the first sublattice. -/
theorem signed_pairing_eq_zero {ι α β : Type*} [Fintype ι] [DecidableEq ι] [Fintype α]
    (φ : α → β → ℂ) (h : Fintype.card α < Fintype.card ι) (s : ι → α) (t : ι → β) :
    ∑ σ : Perm ι, ((Perm.sign σ : ℤ) : ℂ) * ∏ i, φ (s i) (t (σ i)) = 0 := by
  -- two sites carry the same level, so two rows of the determinant agree
  obtain ⟨i, j, hij, hs⟩ := Fintype.exists_ne_map_eq_of_card_lt s h
  rw [signed_pairing_eq_det]
  refine Matrix.det_zero_of_row_eq hij ?_
  funext k
  change φ (s i) (t k) = φ (s j) (t k)
  rw [hs]
```

Neither the antisymmetry of the singlet nor its rotational invariance is used. The theorem therefore also covers triplet bonds between spins one half, and larger spins, provided that all bonds have the same pair amplitude: with d levels per site, the signed sum vanishes as soon as each sublattice has more than d sites. Spin one has d = 3, so there four or more sites per sublattice suffice.

## Relations among a few bonds

Here `P` is the chosen set of A sites and `σ` permutes it. `Perm.ofSubtype σ` extends `σ` by leaving all other sites fixed, and the product with `τ` means that `σ` acts first. The step `split` separates the bonds of `P` from the common factor, which is then taken out of the sum. What remains is zero by the previous theorem.

```lean
/-- Permuting with signs the bonds of any three or more A sites, while all other bonds stay
fixed, gives a vanishing combination of valence-bond states. -/
theorem local_bond_relation {n : ℕ} (P : Finset (Fin n)) (hP : 3 ≤ P.card)
    (τ : Perm (Fin n)) :
    ∑ σ : Perm {i // i ∈ P},
      ((Perm.sign σ : ℤ) : ℂ) • bondState (τ * Perm.ofSubtype σ) = 0 := by
  funext s t
  simp only [Finset.sum_apply, Pi.smul_apply, smul_eq_mul, Pi.zero_apply, bondState]
  -- the bonds outside `P` are a common factor
  have split : ∀ σ : Perm {i // i ∈ P},
      ∏ i, singlet (s i) (t ((τ * Perm.ofSubtype σ) i)) =
        (∏ i : {i // i ∈ P}, singlet (s i) (t (τ (σ i)))) *
          ∏ i ∈ Pᶜ, singlet (s i) (t (τ i)) := by
    intro σ
    rw [← Finset.prod_mul_prod_compl P, ← Finset.prod_coe_sort P]
    congr 1
    · refine Finset.prod_congr rfl fun i _ => ?_
      rw [Perm.mul_apply, Perm.ofSubtype_apply_coe]
    · refine Finset.prod_congr rfl fun i hi => ?_
      have hi' : i ∉ P := Finset.mem_compl.1 hi
      have hfix : Perm.ofSubtype σ i = i := Perm.ofSubtype_apply_of_not_mem σ hi'
      rw [Perm.mul_apply, hfix]
  simp_rw [split, ← mul_assoc]
  rw [← Finset.sum_mul]
  have hc : Fintype.card Bool < Fintype.card {i // i ∈ P} := by
    rw [Fintype.card_bool, Fintype.card_coe]
    omega
  exact mul_eq_zero_of_left
    (signed_pairing_eq_zero singlet hc (fun i => s i) (fun i => t (τ i))) _
```

## A configuration that selects one bond state

The embedding `f : Fin n ↪ Bool` is the choice of A spins that are all different; it can exist only for n ≤ 2. The auxiliary statement `hs` says that a singlet amplitude with the second spin flipped is non-zero exactly when the two original spins agree. A product is non-zero when every factor is, and injectivity of `f` turns equal spins into equal sites.

```lean
/-- If the A spins are all different and each B spin is opposite to its partner under `τ`,
then the bond state of `τ` is the only one with a non-zero amplitude. -/
theorem bondState_ne_zero_iff {n : ℕ} (f : Fin n ↪ Bool) (τ τ' : Perm (Fin n)) :
    bondState τ' f (fun j => !f (τ.symm j)) ≠ 0 ↔ τ' = τ := by
  have hs : ∀ a b : Bool, singlet a (!b) ≠ 0 ↔ a = b := by
    intro a b
    cases a <;> cases b <;> simp [singlet]
  unfold bondState
  rw [Finset.prod_ne_zero_iff]
  constructor
  · intro h
    refine Equiv.ext fun i => ?_
    have hi : i = τ.symm (τ' i) := f.injective ((hs _ _).1 (h i (Finset.mem_univ i)))
    exact τ.symm_apply_eq.1 hi.symm
  · rintro rfl i _
    exact (hs _ _).2 (by simp)
```

## Linear independence up to two spins per sublattice

In the forward direction, independence is assumed for some n above 2. The signs are the coefficients of a vanishing combination, so independence would force each of them to be zero, yet the identity permutation has sign 1. In the backward direction, the vanishing combination is evaluated at the configuration selecting `τ`. `Finset.sum_eq_single` removes all other terms, and the coefficient `g τ` must vanish.

The theorem settles linear dependence, which is one half of overcompleteness; the other half, that the bond states span all states of total spin zero, is not addressed.

```lean
/-- The bipartite valence-bond states of `n` A spins and `n` B spins are linearly independent
exactly when `n ≤ 2`. -/
theorem bondState_linearIndependent_iff (n : ℕ) :
    LinearIndependent ℂ (bondState : Perm (Fin n) → SpinState n) ↔ n ≤ 2 := by
  rw [Fintype.linearIndependent_iff]
  constructor
  · intro h
    by_contra hn
    have hc : Fintype.card Bool < Fintype.card (Fin n) := by
      rw [Fintype.card_bool, Fintype.card_fin]
      omega
    have h1 := h (fun τ => ((Perm.sign τ : ℤ) : ℂ)) (by
      funext s t
      simp only [Finset.sum_apply, Pi.smul_apply, smul_eq_mul, Pi.zero_apply, bondState]
      exact signed_pairing_eq_zero singlet hc s t) 1
    simp at h1
  · intro hn g hg τ
    obtain ⟨f⟩ : Nonempty (Fin n ↪ Bool) :=
      Function.Embedding.nonempty_of_card_le (by
        rw [Fintype.card_bool, Fintype.card_fin]
        exact hn)
    -- a configuration that singles out the bond state of `τ`
    have h := congrFun (congrFun hg f) (fun j => !f (τ.symm j))
    simp only [Finset.sum_apply, Pi.smul_apply, smul_eq_mul, Pi.zero_apply] at h
    rw [Finset.sum_eq_single τ
      (fun τ' _ hne => by
        rw [not_not.1 (mt (bondState_ne_zero_iff f τ τ').1 hne), mul_zero])
      (fun hτ => absurd (Finset.mem_univ τ) hτ)] at h
    exact (mul_eq_zero.1 h).resolve_right ((bondState_ne_zero_iff f τ τ).2 rfl)
```

The statement about the signed sum follows. For n ≤ 2 a zero sum would contradict independence, and for n ≥ 3 the determinant argument applies at every configuration. The small sizes are included: for n = 0 the sum is the constant amplitude 1, and for n = 1 it is a single singlet.

```lean
/-- The signed sum of all bipartite valence-bond states is the zero state exactly when each
sublattice has at least three spins. -/
theorem signedBondSum_eq_zero_iff (n : ℕ) : signedBondSum n = 0 ↔ 3 ≤ n := by
  constructor
  · intro h
    by_contra hn
    have hli := (bondState_linearIndependent_iff n).2 (by omega)
    have h1 := Fintype.linearIndependent_iff.1 hli
      (fun τ => ((Perm.sign τ : ℤ) : ℂ)) h 1
    simp at h1
  · intro hn
    have hc : Fintype.card Bool < Fintype.card (Fin n) := by
      rw [Fintype.card_bool, Fintype.card_fin]
      omega
    funext s t
    simp only [signedBondSum, Finset.sum_apply, Pi.smul_apply, smul_eq_mul, Pi.zero_apply,
      bondState]
    exact signed_pairing_eq_zero singlet hc s t
```

## Two spins per sublattice

The last theorem identifies the surviving state at n = 2. After the two-by-two determinant is expanded, the identity involves four spins, and the proof checks all sixteen assignments.

```lean
/-- For two spins on each sublattice, the signed sum is the product of a singlet within A and
a singlet within B. -/
theorem signedBondSum_two (s t : Fin 2 → Bool) :
    signedBondSum 2 s t = singlet (s 0) (s 1) * singlet (t 0) (t 1) := by
  simp only [signedBondSum, Finset.sum_apply, Pi.smul_apply, smul_eq_mul, bondState]
  rw [signed_pairing_eq_det, Matrix.det_fin_two]
  change singlet (s 0) (t 0) * singlet (s 1) (t 1) -
    singlet (s 0) (t 1) * singlet (s 1) (t 0) = _
  generalize s 0 = a
  generalize s 1 = b
  generalize t 0 = c
  generalize t 1 = d
  cases a <;> cases b <;> cases c <;> cases d <;> simp [singlet]

end

end BipartiteBonds
```

```lean
#print axioms BipartiteBonds.local_bond_relation
-- 'BipartiteBonds.local_bond_relation' depends on axioms: [propext, Classical.choice, Quot.sound]
#print axioms BipartiteBonds.signedBondSum_eq_zero_iff
-- 'BipartiteBonds.signedBondSum_eq_zero_iff' depends on axioms: [propext, Classical.choice, Quot.sound]
#print axioms BipartiteBonds.signedBondSum_two
-- 'BipartiteBonds.signedBondSum_two' depends on axioms: [propext, Classical.choice, Quot.sound]
```
